# When the average energy falls linearly as the gap opens, a Levine-Coe-Martinez penalty stronger than the slope leaves a positive residual gap

## The objective and its parameters

Let d ≥ 0 be the energy gap between two adiabatic electronic states, used as a coordinate. The objective is

f(d) = −s d + σ d²/(d + α).

The three parameters are real numbers:

- s is the slope with which the average of the two state energies falls as the gap opens. It is taken as constant, and the average energy at d = 0 is set to zero.
- σ > 0 is the strength of the penalty on the gap.
- α > 0 is a smoothing energy. The penalty behaves as σ d²/α for d much smaller than α, and its slope approaches σ for d much larger than α.

With d and α in the same energy unit, s and σ are dimensionless. When s < σ, define the residual gap

d* = α (1/√(1 − s/σ) − 1).

## Why a gap remains

A search for a minimum-energy conical intersection should lower the average energy while closing the gap. The penalty method combines both aims in one function and needs no nonadiabatic coupling vectors. If the average energy falls as the gap opens, the two aims compete. Near d = 0 the penalty is quadratic and has zero slope, so the energy term wins there and the minimum moves away from the degeneracy.

In this one-coordinate model with a linear average energy, the result says how large the leftover gap is and how strong the penalty must be to bring it below a chosen tolerance.

## What is proved

In Lean, `penaltyProfile s σ α d` is f(d) and `residualGap s σ α` is d*. Both are functions of real numbers; the restriction to physical gaps enters through the hypothesis `0 ≤ d` or the set `Set.Ici 0`, which is [0, ∞).

For α > 0 the statements are:

- If 0 < s < σ, then d* > 0, and f(d*) < f(d) for every d ≥ 0 other than d* (`residualGap_unique_minimizer`).
- If σ > 0 and s < σ, then f(d) exceeds f(d*) by (σ − s)(d − d*)²/(d + α) for every d ≥ 0 (`penalty_excess`), and f(d*) = −α(√σ − √(σ − s))² (`penalty_at_residualGap`).
- Under the same conditions, for a tolerance ε ≥ 0, d* ≤ ε holds exactly when s(ε + α)² ≤ σ ε(ε + 2α) (`residualGap_le_iff`).
- If 0 < σ ≤ s, then f is strictly decreasing on [0, ∞) (`penalty_strictAntiOn`), so it has no minimizer there.

Finally, σ d* tends to α s/2 as σ → ∞ with s and α fixed (`tendsto_strength_mul_residualGap`). This limit needs no sign condition on s or α.

The linear average energy is assumed, not derived from an electronic Hamiltonian. Curvature, the remaining nuclear coordinates and the convergence of an optimizer are not treated.

## The derivation by hand

**Balance relation.** Since d²/(d + α) = d − α + α²/(d + α), the objective can be written as

f(d) = (σ − s) d − σα + σα²/(d + α).

Its derivative is σ − s − σα²/(d + α)². Setting this to zero at d = d* gives

(σ − s)(d* + α)² = σα².

For s < σ the root with d* + α > 0 is d* + α = α/√(1 − s/σ), which is the definition of d*.

**Excess.** Put u = d + α and v = d* + α. Then σα² = (σ − s)v², and

f(d) − f(d*) = (σ − s)(u + v²/u − 2v) = (σ − s)(u − v)²/u.

Because u − v = d − d*, this is the stated excess. It is positive for every d ≥ 0 with d ≠ d*. If also s > 0, then √(1 − s/σ) < 1 and d* > 0, so d* is itself an allowed gap and is the unique global minimizer on [0, ∞).

**Value at d*.** The positive square root of the balance relation is √(σ − s) v = √σ α. Hence

f(d*) = 2(σ − s)v − (2σ − s)α
= −α[σ + (σ − s) − 2√σ √(σ − s)]
= −α(√σ − √(σ − s))².

**Tolerance.** Both v and ε + α are positive, so d* ≤ ε is equivalent to (σ − s)v² ≤ (σ − s)(ε + α)². The left side is σα². Rearranging gives

s(ε + α)² ≤ σ[(ε + α)² − α²] = σ ε(ε + 2α).

**Strong penalty.** Let r = √(1 − s/σ), so that s = σ(1 − r²). Then

σ d* = σα(1 − r)/r = αs/(r(1 + r)).

As σ → ∞, r → 1 and the right side tends to αs/2.

**Weak penalty.** For 0 ≤ a < b,

f(a) − f(b) = (b − a)[(s − σ) + σα²/((a + α)(b + α))].

If s ≥ σ, the first term in the bracket is nonnegative and the second is positive, so f(a) > f(b).

## Numbers for one case

Take s = 3, σ = 4 and α = 1. Then √(1 − 3/4) = 1/2 and d* = 1. Directly, f(1) = −3 + 4/2 = −1, in agreement with −(2 − 1)². At d = 3, f(3) = −9 + 9 = 0, and the excess formula gives 1·2²/4 = 1, as it should.

To reach d* ≤ 1/2 with the same s and α, the criterion requires 3·(3/2)² ≤ σ·(1/2)(5/2), that is, σ ≥ 5.4. At σ = 5.4 the square root is 2/3 and d* is exactly 1/2.

## When the average energy rises with the gap

The hypothesis s > 0 is needed for a positive residual gap. Take s = −3, σ = 1 and α = 1. Then d* = 1/2 − 1 = −1/2, which is not a physical gap. On d ≥ 0 the objective is 3d + d²/(d + 1), whose minimum is at d = 0: the energy and the penalty now both favour the degeneracy.

## The Lean file

```lean
import Mathlib

open Filter Topology

namespace ConicalIntersectionPenalty

noncomputable section

/-- The Levine-Coe-Martinez objective along the gap coordinate `d`, for an averaged energy that
falls with slope `s`, penalty strength `σ` and smoothing `α`; its domain is `d + α ≠ 0`. -/
def penaltyProfile (s σ α d : ℝ) : ℝ := -s * d + σ * (d ^ 2 / (d + α))

/-- The residual gap `α (1 / √(1 - s/σ) - 1)`, defined for `σ > 0` and `s < σ`. -/
def residualGap (s σ α : ℝ) : ℝ := α * (1 / Real.sqrt (1 - s / σ) - 1)

/-- The residual gap `d*` satisfies `d* + α > 0` and the balance relation
`(σ - s) (d* + α)² = σ α²`. -/
theorem residualGap_balance {s σ α : ℝ} (hσ : 0 < σ) (hα : 0 < α) (h : s < σ) :
    0 < residualGap s σ α + α ∧
      (σ - s) * (residualGap s σ α + α) ^ 2 = σ * α ^ 2 := by
  have hr : 0 < 1 - s / σ := by
    rw [sub_pos, div_lt_one hσ]
    exact h
  have hq := Real.sq_sqrt hr.le
  have hp := Real.sqrt_pos.2 hr
  have e : residualGap s σ α + α = α / Real.sqrt (1 - s / σ) := by
    unfold residualGap
    ring
  have h2 : σ - s = σ * (1 - s / σ) := by
    field_simp
  rw [e]
  refine ⟨div_pos hα hp, ?_⟩
  rw [div_pow, hq, h2]
  obtain ⟨t, ht⟩ : ∃ t, t = 1 - s / σ := ⟨_, rfl⟩
  rw [← ht] at hr ⊢
  have hne : t ≠ 0 := hr.ne'
  field_simp

/-- The objective at gap `d` exceeds its value at the residual gap `d*` by exactly
`(σ - s) (d - d*)² / (d + α)`. -/
theorem penalty_excess {s σ α d : ℝ} (hσ : 0 < σ) (hα : 0 < α) (h : s < σ) (hd : 0 ≤ d) :
    penaltyProfile s σ α d - penaltyProfile s σ α (residualGap s σ α) =
      (σ - s) * (d - residualGap s σ α) ^ 2 / (d + α) := by
  obtain ⟨hp, hb⟩ := residualGap_balance hσ hα h
  unfold penaltyProfile
  generalize residualGap s σ α = g at hp hb ⊢
  have hu : d + α ≠ 0 := by positivity
  have hv : g + α ≠ 0 := hp.ne'
  -- the mismatch of the two sides is proportional to the balance relation
  have key : (-s * d + σ * (d ^ 2 / (d + α)) - (-s * g + σ * (g ^ 2 / (g + α)))) -
      (σ - s) * (d - g) ^ 2 / (d + α) =
      ((σ - s) * (g + α) ^ 2 - σ * α ^ 2) * ((d - g) / ((d + α) * (g + α))) := by
    field_simp
    ring
  have h0 : (σ - s) * (g + α) ^ 2 - σ * α ^ 2 = 0 := by linarith
  rw [h0, zero_mul] at key
  linarith

/-- If the penalty strength exceeds the slope, `0 < s < σ`, the residual gap is positive and is
the unique minimizer of the objective over all gaps `d ≥ 0`. -/
theorem residualGap_unique_minimizer {s σ α : ℝ} (hs : 0 < s) (hα : 0 < α) (h : s < σ) :
    0 < residualGap s σ α ∧ ∀ d, 0 ≤ d → d ≠ residualGap s σ α →
      penaltyProfile s σ α (residualGap s σ α) < penaltyProfile s σ α d := by
  have hσ : 0 < σ := hs.trans h
  constructor
  · have hr : 0 < 1 - s / σ := by
      rw [sub_pos, div_lt_one hσ]
      exact h
    have hp := Real.sqrt_pos.2 hr
    have hlt : Real.sqrt (1 - s / σ) < 1 := by
      rw [Real.sqrt_lt' one_pos]
      have := div_pos hs hσ
      linarith
    have h1 : 1 < 1 / Real.sqrt (1 - s / σ) := by
      rw [lt_div_iff₀ hp]
      linarith
    exact mul_pos hα (by linarith)
  · intro d hd hne
    have hx := penalty_excess hσ hα h hd
    have h1 : 0 < σ - s := sub_pos.2 h
    have h2 : d - residualGap s σ α ≠ 0 := sub_ne_zero.2 hne
    have h3 : 0 < (σ - s) * (d - residualGap s σ α) ^ 2 / (d + α) := by positivity
    linarith

/-- The value of the objective at the residual gap is `-α (√σ - √(σ - s))²`. -/
theorem penalty_at_residualGap {s σ α : ℝ} (hσ : 0 < σ) (hα : 0 < α) (h : s < σ) :
    penaltyProfile s σ α (residualGap s σ α) =
      -α * (Real.sqrt σ - Real.sqrt (σ - s)) ^ 2 := by
  obtain ⟨hp, hbal⟩ := residualGap_balance hσ hα h
  have ha := Real.sq_sqrt hσ.le
  have hb := Real.sq_sqrt (sub_pos.2 h).le
  have ha0 := Real.sqrt_nonneg σ
  have hb0 := Real.sqrt_nonneg (σ - s)
  unfold penaltyProfile
  generalize residualGap s σ α = g at hp hbal ⊢
  -- square root of the balance relation
  have hv : Real.sqrt (σ - s) * (g + α) = Real.sqrt σ * α := by
    refine (sq_eq_sq₀ (mul_nonneg hb0 hp.le) (mul_nonneg ha0 hα.le)).1 ?_
    rw [mul_pow, mul_pow, ha, hb]
    exact hbal
  generalize Real.sqrt σ = a at ha hv ⊢
  generalize Real.sqrt (σ - s) = b at hb hv ⊢
  have key : σ * (g ^ 2 / (g + α)) = s * g - α * (a - b) ^ 2 := by
    rw [← mul_div_assoc, div_eq_iff hp.ne']
    linear_combination (b * (g + α) - a * α) * hv - g ^ 2 * ha - g * (g + α) * (hb - ha)
  linarith

/-- The residual gap lies within a tolerance `ε` exactly when
`s (ε + α)² ≤ σ ε (ε + 2α)`. -/
theorem residualGap_le_iff {s σ α ε : ℝ} (hσ : 0 < σ) (hα : 0 < α) (h : s < σ)
    (hε : 0 ≤ ε) :
    residualGap s σ α ≤ ε ↔ s * (ε + α) ^ 2 ≤ σ * (ε * (ε + 2 * α)) := by
  obtain ⟨hp, hb⟩ := residualGap_balance hσ hα h
  have h1 : 0 < σ - s := sub_pos.2 h
  constructor
  · intro hg
    have h2 := pow_le_pow_left₀ hp.le (show residualGap s σ α + α ≤ ε + α by linarith) 2
    have h3 := mul_le_mul_of_nonneg_left h2 h1.le
    nlinarith
  · intro hc
    by_contra hg
    have hg' : ε < residualGap s σ α := not_le.1 hg
    have h2 := pow_lt_pow_left₀ (show ε + α < residualGap s σ α + α by linarith)
      (by linarith) two_ne_zero
    have h3 := mul_lt_mul_of_pos_left h2 h1
    nlinarith

/-- As the penalty strength `σ` grows, `σ` times the residual gap tends to `α s / 2`. -/
theorem tendsto_strength_mul_residualGap (s α : ℝ) :
    Tendsto (fun σ : ℝ => σ * residualGap s σ α) atTop (𝓝 (α * s / 2)) := by
  have h0 : Tendsto (fun σ : ℝ => s / σ) atTop (𝓝 0) :=
    tendsto_const_nhds.div_atTop tendsto_id
  have h1 : Tendsto (fun σ : ℝ => Real.sqrt (1 - s / σ)) atTop (𝓝 1) := by
    have := (Real.continuous_sqrt.tendsto (1 - 0)).comp (h0.const_sub 1)
    simpa [Function.comp_def] using this
  have h2 : Tendsto (fun σ : ℝ => α * s /
      (Real.sqrt (1 - s / σ) * (1 + Real.sqrt (1 - s / σ)))) atTop (𝓝 (α * s / 2)) := by
    have e : α * s / 2 = α * s / (1 * (1 + 1)) := by norm_num
    rw [e]
    exact tendsto_const_nhds.div (h1.mul (h1.const_add 1)) (by norm_num)
  -- for large strength the two expressions coincide
  refine h2.congr' ?_
  filter_upwards [eventually_gt_atTop s, eventually_gt_atTop 0] with σ h hσ
  have hr : 0 < 1 - s / σ := by
    rw [sub_pos, div_lt_one hσ]
    exact h
  have hq := Real.sq_sqrt hr.le
  have hp := Real.sqrt_pos.2 hr
  have hc : σ * (s / σ) = s := by field_simp
  unfold residualGap
  generalize Real.sqrt (1 - s / σ) = r at hq hp ⊢
  have hs : s = σ * (1 - r ^ 2) := by
    linear_combination σ * hq - hc
  have hr1 : 1 / r * r = 1 := by field_simp
  rw [div_eq_iff (by positivity)]
  linear_combination α * hs - σ * α * (1 + r) * hr1

/-- If the penalty strength does not exceed the slope, `0 < σ ≤ s`, the objective strictly
decreases over all gaps `d ≥ 0`. -/
theorem penalty_strictAntiOn {s σ α : ℝ} (hσ : 0 < σ) (hα : 0 < α) (h : σ ≤ s) :
    StrictAntiOn (penaltyProfile s σ α) (Set.Ici 0) := by
  intro a ha b hb hab
  have ha' : 0 ≤ a := ha
  have hb' : 0 ≤ b := hb
  have hu : 0 < a + α := by positivity
  have hv : 0 < b + α := by positivity
  have key : penaltyProfile s σ α a - penaltyProfile s σ α b =
      (b - a) * ((s - σ) + σ * α ^ 2 / ((a + α) * (b + α))) := by
    unfold penaltyProfile
    field_simp
    ring
  have h1 : 0 < σ * α ^ 2 / ((a + α) * (b + α)) := by positivity
  have h2 := mul_pos (sub_pos.2 hab) (add_pos_of_nonneg_of_pos (sub_nonneg.2 h) h1)
  linarith

end

end ConicalIntersectionPenalty
```

```lean
#print axioms ConicalIntersectionPenalty.residualGap_unique_minimizer
#print axioms ConicalIntersectionPenalty.residualGap_le_iff
#print axioms ConicalIntersectionPenalty.tendsto_strength_mul_residualGap
#print axioms ConicalIntersectionPenalty.penalty_strictAntiOn
```

```
'ConicalIntersectionPenalty.residualGap_unique_minimizer' depends on axioms: [propext, Classical.choice, Quot.sound]
'ConicalIntersectionPenalty.residualGap_le_iff' depends on axioms: [propext, Classical.choice, Quot.sound]
'ConicalIntersectionPenalty.tendsto_strength_mul_residualGap' depends on axioms: [propext, Classical.choice, Quot.sound]
'ConicalIntersectionPenalty.penalty_strictAntiOn' depends on axioms: [propext, Classical.choice, Quot.sound]
```

## How the proof follows the algebra

`residualGap_balance` first rewrites d* + α as α/√(1 − s/σ), then squares it with `Real.sq_sqrt`. It also records that d* + α is positive, which later proofs need for division and for comparing squares.

`penalty_excess` replaces d* by a variable `g` about which only these two facts are known. The identity `key` shows that the two sides of the claim differ by the balance defect (σ − s)(g + α)² − σα² times a fraction. The defect is zero, so the sides agree. This does in one step what the substitution σα² = (σ − s)v² does by hand.

`residualGap_unique_minimizer` proves d* > 0 from √(1 − s/σ) < 1, and obtains the strict inequality from the positive excess. No derivative is used.

In `penalty_at_residualGap`, `hv` is the square root of the balance relation, justified by the nonnegativity of both sides. The final `linear_combination` performs the remaining algebra.

`residualGap_le_iff` treats the two directions separately. The forward one squares d* + α ≤ ε + α; the reverse one assumes ε < d* and squares the strict inequality to reach a contradiction. In both, `nlinarith` combines the result with the balance relation.

For `tendsto_strength_mul_residualGap`, `h1` is r → 1 and `h2` is the limit of αs/(r(1 + r)). This expression equals σ d* once σ exceeds both s and 0, and `congr'` transfers the limit on the strength of that eventual equality.

`penalty_strictAntiOn` proves the factorization of f(a) − f(b) as `key`, then multiplies the positive factors b − a and the bracket.
